# The Hellmann–Feynman Derivative of the Tight-Binding Bond Energy under Local Charge Neutrality

Take two orbitals, 0 and 1, with on-site levels ε₀ and ε₁ and a real hopping h, all depending on a parameter t such as an atomic displacement. One electron occupies the normalised eigenstate (cos θ, sin θ). Its density matrix P has the occupations q₀ = cos²θ and q₁ = sin²θ on the diagonal and P₀₁ = P₁₀ = ½ sin 2θ off it. The bond energy counts only the off-diagonal terms:

E = P₀₁ h + P₁₀ h = h sin 2θ.

With a prime for d/dt, the derivative is

E′ = h′ sin 2θ + 2hθ′ cos 2θ.

The first term differentiates the hopping alone. The second comes from the change of the state. Since P commutes with the Hamiltonian, 2h cos 2θ = (ε₀ − ε₁) sin 2θ. The occupations change by q₀′ = −θ′ sin 2θ and q₁′ = θ′ sin 2θ, so

2hθ′ cos 2θ = −(q₀′ε₀ + q₁′ε₁).

The change of the state therefore enters only through charge moved between levels. If the occupations are constant, E′ = h′ sin 2θ.

## Charge transfer with any number of orbitals

Let H(t) be the Hamiltonian matrix in a finite orthonormal set of orbitals and P(t) the density matrix, both differentiable, with P² = P for all t and PH = HP at the point considered. The bond energy is

E(P, H) = ∑_{i≠j} P_ij H_ji = tr(PH) − ∑_i P_ii H_ii.

The trace is the band energy, and the subtracted sum is its on-site part. The product rule gives

dE/dt = E(P′, H) + E(P, H′),

E(P′, H) = tr(P′H) − ∑_i P′_ii H_ii.

It remains to show that tr(P′H) = 0. Differentiating P² = P gives

P′ = P′P + PP′.

Multiplying by P from both sides and using P² = P turns this into PP′P = 2PP′P, so PP′P = 0. Now split the trace:

tr(P′H) = tr(P′PH) + tr(PP′H).

In the first part, PH = P(PH) = PHP, and cyclicity gives

tr(P′PH) = tr(P′PHP) = tr(PP′PH) = 0.

In the second part, cyclicity and PH = HP give

tr(PP′H) = tr(P′HP) = tr(P′PH) = 0.

Hence, with no assumption about the charges,

dE/dt = E(P, H′) − ∑_i P′_ii H_ii.

Local charge neutrality, taken here as constancy of every P_ii, makes each P′_ii zero and leaves dE/dt = E(P, H′). With one orbital per atom, this is the usual condition that every atom keeps its charge. It stands for strong screening: the on-site levels shift so that no atom gains or loses charge as the atoms move. Those shifts do not appear in the answer, because E(P, H′) contains no diagonal element of H′.

The familiar Hellmann–Feynman theorem concerns the expectation value of the whole Hamiltonian, and its band-energy form, (tr PH)′ = tr(PH′), needs no neutrality. The condition enters here because the on-site energy has been removed.

For a tight-binding model with a one-electron Hamiltonian in a finite orthonormal basis, a density matrix that is a projector, and constant orbital occupations, the bond contribution to a force thus follows from the density matrix and the hopping gradients, without the response of the density matrix.

## Bond energy and derivatives as Lean objects

The orbitals are the elements of a finite type `n`, and the matrix elements lie in `𝕜`, which is ℝ or ℂ. The parameter is always real.

```lean
import Mathlib

open Matrix Finset

namespace BondEnergyForce

noncomputable section

variable {𝕜 : Type*} [RCLike 𝕜] {n : Type*} [Fintype n] [DecidableEq n]
```

`bondEnergy` is the double sum above, with `univ.erase i` removing the term j = i. It carries no spin factor; a spin-degenerate system would need a factor of two.

```lean
/-- The bond energy: the sum over distinct orbitals `i`, `j` of the density matrix element
`P i j` times the Hamiltonian matrix element `H j i`. -/
def bondEnergy (P H : Matrix n n 𝕜) : 𝕜 :=
  ∑ i, ∑ j ∈ univ.erase i, P i j * H j i
```

A derivative of a matrix family is a matrix of ordinary derivatives, one for each entry.

```lean
/-- The matrix family `A` has the derivative `A'` at `t`, entry by entry. -/
def HasEntryDerivAt (A : ℝ → Matrix n n 𝕜) (A' : Matrix n n 𝕜) (t : ℝ) : Prop :=
  ∀ i j, HasDerivAt (fun s => A s i j) (A' i j) t
```

The first theorem separates the band energy from the on-site energy. Its proof writes out the trace and, for each i, restores the missing term j = i.

```lean
/-- The bond energy is the band energy `tr (P H)` minus the on-site energy. -/
theorem bondEnergy_eq_trace_sub (P H : Matrix n n 𝕜) :
    bondEnergy P H = trace (P * H) - ∑ i, P i i * H i i := by
  have h : trace (P * H) = ∑ i, ∑ j, P i j * H j i := by
    simp only [Matrix.trace, Matrix.diag_apply, Matrix.mul_apply]
  rw [h, ← Finset.sum_sub_distrib]
  unfold bondEnergy
  refine Finset.sum_congr rfl fun i _ => ?_
  exact eq_sub_of_add_eq
    (Finset.sum_erase_add univ (fun j => P i j * H j i) (Finset.mem_univ i))
```

## A projector's first-order change leaves the band energy fixed

`projector_deriv` is the differentiated identity P² = P. The product rule is applied to each entry of `P s * P s`. That entry is also the corresponding entry of `P s`, and uniqueness of the derivative equates the two results.

```lean
omit [DecidableEq n] in
/-- The derivative of a differentiable family of projectors obeys `P' = P' P + P P'`. -/
theorem projector_deriv {P : ℝ → Matrix n n 𝕜} {P' : Matrix n n 𝕜} {t : ℝ}
    (hP : HasEntryDerivAt P P' t) (hid : ∀ s, P s * P s = P s) :
    P' = P' * P t + P t * P' := by
  ext i j
  have hs : HasDerivAt (fun s => ∑ k, P s i k * P s k j)
      (∑ k, (P' i k * P t k j + P t i k * P' k j)) t :=
    HasDerivAt.fun_sum fun k _ => (hP i k).fun_mul (hP k j)
  have hf : (fun s => ∑ k, P s i k * P s k j) = fun s => P s i j := by
    funext s
    rw [← Matrix.mul_apply, hid s]
  rw [hf] at hs
  rw [(hP i j).unique hs, Finset.sum_add_distrib, Matrix.add_apply,
    Matrix.mul_apply, Matrix.mul_apply]
```

The next theorem is pure algebra, with `D` in the role of P′. The steps `h0` and `h1` are PP′P = 0 and P′PH = P′PHP; `h2` and `h3` are the two vanishing traces. Neither P nor H is assumed symmetric or Hermitian, so the physical case is included. Nor must P select the lowest levels: any projector that commutes with H will do.

```lean
/-- A first-order change `D` of a projector `P` does not change the band energy of a
Hamiltonian `H` that commutes with `P`. -/
theorem trace_variation_eq_zero {P D H : Matrix n n 𝕜} (hP : P * P = P)
    (hD : D = D * P + P * D) (hPH : P * H = H * P) : trace (D * H) = 0 := by
  -- the variation has no block inside the occupied space
  have h0 : P * D * P = 0 := by
    have h : P * D * P = P * D * P + P * D * P := by
      calc P * D * P = P * (D * P + P * D) * P := by rw [← hD]
        _ = P * D * (P * P) + (P * P) * D * P := by noncomm_ring
        _ = P * D * P + P * D * P := by rw [hP]
    exact add_left_cancel (h.symm.trans (add_zero (P * D * P)).symm)
  have h1 : D * P * H = D * P * H * P := by
    calc D * P * H = D * (P * P) * H := by rw [hP]
      _ = D * P * (P * H) := by noncomm_ring
      _ = D * P * (H * P) := by rw [hPH]
      _ = D * P * H * P := by noncomm_ring
  -- both halves of the variation contribute zero to the trace, by cyclicity and `h0`
  have h2 : trace (D * P * H) = 0 := by
    have h : P * (D * P * H) = P * D * P * H := by noncomm_ring
    rw [h1, Matrix.trace_mul_comm, h, h0, zero_mul, Matrix.trace_zero]
  have h3 : trace (P * D * H) = 0 := by
    rw [mul_assoc, Matrix.trace_mul_comm, mul_assoc, ← hPH, ← mul_assoc, h2]
  calc trace (D * H) = trace ((D * P + P * D) * H) := by rw [← hD]
    _ = 0 := by rw [add_mul, Matrix.trace_add, h2, h3, add_zero]
```

## From the charge-transfer term to neutrality

`hasDerivAt_bondEnergy` states that the bond energy is differentiable at `t` and gives its derivative, including the charge-transfer term. The projector condition `hid` holds for every parameter value, while the commutation condition `hPH` is needed only at `t`. The proof applies the product rule inside the double sum, splits the result into E(P′, H) and E(P, H′), and inserts the three previous results.

```lean
variable {P H : ℝ → Matrix n n 𝕜} {P' H' : Matrix n n 𝕜} {t : ℝ}

/-- For a differentiable Hamiltonian and a differentiable family of projectors that commutes with it
at `t`, the derivative of the bond energy is the Hellmann-Feynman sum minus a charge-transfer term,
the change of each orbital occupation times its on-site level. -/
theorem hasDerivAt_bondEnergy (hP : HasEntryDerivAt P P' t) (hH : HasEntryDerivAt H H' t)
    (hid : ∀ s, P s * P s = P s) (hPH : P t * H t = H t * P t) :
    HasDerivAt (fun s => bondEnergy (P s) (H s))
      (bondEnergy (P t) H' - ∑ i, P' i i * H t i i) t := by
  have h : HasDerivAt (fun s => bondEnergy (P s) (H s))
      (∑ i, ∑ j ∈ univ.erase i, (P' i j * H t j i + P t i j * H' j i)) t :=
    HasDerivAt.fun_sum fun i _ => HasDerivAt.fun_sum fun j _ => (hP i j).fun_mul (hH j i)
  have hsplit : ∑ i, ∑ j ∈ univ.erase i, (P' i j * H t j i + P t i j * H' j i)
      = bondEnergy P' (H t) + bondEnergy (P t) H' := by
    simp only [bondEnergy, Finset.sum_add_distrib]
  rw [hsplit, bondEnergy_eq_trace_sub P' (H t),
    trace_variation_eq_zero (hid t) (projector_deriv hP hid) hPH] at h
  exact h.congr_deriv (by ring)
```

The main theorem adds `hneutral`: each occupation has the same value at every `s` as at `t`. Neutrality is assumed, and no self-consistent procedure for reaching it is modelled. The proof compares the derivative of a constant with `P' i i`, finds zero, and removes the charge-transfer sum.

```lean
/-- Hellmann-Feynman theorem for the bond energy: if the projectors `P` and the Hamiltonian are
differentiable at `t`, `P` commutes with the Hamiltonian at `t` and every orbital occupation is
constant (local charge neutrality), only the Hamiltonian matrix elements need to be differentiated.
-/
theorem bondEnergy_hellmannFeynman (hP : HasEntryDerivAt P P' t) (hH : HasEntryDerivAt H H' t)
    (hid : ∀ s, P s * P s = P s) (hPH : P t * H t = H t * P t)
    (hneutral : ∀ s i, P s i i = P t i i) :
    HasDerivAt (fun s => bondEnergy (P s) (H s)) (bondEnergy (P t) H') t := by
  have hdiag : ∀ i, P' i i = 0 := fun i => by
    have hc : HasDerivAt (fun s => P s i i) 0 t := by
      rw [show (fun s => P s i i) = fun _ => P t i i from funext fun s => hneutral s i]
      exact hasDerivAt_const t (P t i i)
    exact (hP i i).unique hc
  have h := hasDerivAt_bondEnergy hP hH hid hPH
  have hz : ∑ i, P' i i * H t i i = 0 :=
    Finset.sum_eq_zero fun i _ => by rw [hdiag i, zero_mul]
  rwa [hz, sub_zero] at h
```

Constant occupations are sufficient but more than is needed. The Hellmann–Feynman form holds exactly when the total charge-transfer term vanishes, even if individual contributions do not. In one direction the proof compares two derivatives of the same function; in the other it substitutes zero.

```lean
/-- For differentiable projectors and a differentiable Hamiltonian that commute at `t`, the
Hellmann-Feynman form of the bond-energy derivative holds exactly when the charge-transfer term
vanishes. -/
theorem hellmannFeynman_iff (hP : HasEntryDerivAt P P' t) (hH : HasEntryDerivAt H H' t)
    (hid : ∀ s, P s * P s = P s) (hPH : P t * H t = H t * P t) :
    HasDerivAt (fun s => bondEnergy (P s) (H s)) (bondEnergy (P t) H') t
      ↔ ∑ i, P' i i * H t i i = 0 := by
  have hg := hasDerivAt_bondEnergy hP hH hid hPH
  constructor
  · intro h
    linear_combination h.unique hg
  · intro h
    rwa [h, sub_zero] at hg
```

This criterion handles atoms with several orbitals. The map `atom` assigns each orbital to its atom, and `hlevel` says that all orbitals on atom a share the level `ε a` at the point considered. Grouping the charge-transfer sum by atoms gives

∑_i P′_ii H_ii = ∑_a ε_a ∑_{i on a} P′_ii.

The inner sum is the derivative of the atom's total charge, which is zero by `hneutral`. Charge may then move between orbitals of one atom. An atom whose s and p levels differ does not satisfy `hlevel`. The bond energy still runs over all pairs of distinct orbitals, so any coupling between two orbitals of the same atom is counted in it.

```lean
/-- Atoms with several orbitals: for differentiable projectors and a differentiable Hamiltonian that
commute at `t`, the Hellmann-Feynman form holds if the total charge of each atom is constant and all
orbitals of an atom `a` have the same on-site level `ε a` at `t`. -/
theorem hellmannFeynman_of_atomic_neutrality {A : Type*} [Fintype A] [DecidableEq A]
    (atom : n → A) (ε : A → 𝕜)
    (hP : HasEntryDerivAt P P' t) (hH : HasEntryDerivAt H H' t)
    (hid : ∀ s, P s * P s = P s) (hPH : P t * H t = H t * P t)
    (hlevel : ∀ i, H t i i = ε (atom i))
    (hneutral : ∀ s a, ∑ i with atom i = a, P s i i = ∑ i with atom i = a, P t i i) :
    HasDerivAt (fun s => bondEnergy (P s) (H s)) (bondEnergy (P t) H') t := by
  rw [hellmannFeynman_iff hP hH hid hPH, ← Finset.sum_fiberwise univ atom]
  refine Finset.sum_eq_zero fun a _ => ?_
  -- the total charge of atom `a` has zero derivative
  have hq : ∑ i with atom i = a, P' i i = 0 := by
    have h1 : HasDerivAt (fun s => ∑ i with atom i = a, P s i i)
        (∑ i with atom i = a, P' i i) t := HasDerivAt.fun_sum fun i _ => hP i i
    rw [funext fun s => hneutral s a] at h1
    exact h1.unique (hasDerivAt_const t _)
  calc ∑ i with atom i = a, P' i i * H t i i
      = ∑ i with atom i = a, P' i i * ε a := by
        refine Finset.sum_congr rfl fun i hi => ?_
        rw [hlevel i, (Finset.mem_filter.mp hi).2]
    _ = 0 := by rw [← Finset.sum_mul, hq, zero_mul]
```

## Changing bond orders at constant charge on a four-site ring

In the two-orbital example, constant occupations fix θ and with it the whole density matrix. Four sites allow more. In the matrix K below, sites 0 and 1 couple only to sites 2 and 3, with amplitudes ± cos t and ± sin t.

```lean
/-- Hopping pattern of a four-site ring with bond amplitudes `± cos t` and `± sin t`. -/
def ringK (t : ℝ) : Matrix (Fin 4) (Fin 4) ℝ :=
  !![0, 0, -Real.cos t, -Real.sin t;
     0, 0, Real.sin t, -Real.cos t;
     -Real.cos t, Real.sin t, 0, 0;
     -Real.sin t, -Real.cos t, 0, 0]
```

The Hamiltonian is H = tK, so both the overall scale and the pattern of the hoppings vary.

```lean
/-- The ring Hamiltonian, the hopping pattern scaled by `t`. -/
def ringH (t : ℝ) : Matrix (Fin 4) (Fin 4) ℝ := t • ringK t
```

The density matrix is P = (1 − K)/2. For t > 0 it fills the two states of energy −t, which is half filling.

```lean
/-- The density matrix `(1 - K) / 2` of the ring, with `K` the hopping pattern. -/
def ringP (t : ℝ) : Matrix (Fin 4) (Fin 4) ℝ := (1 / 2 : ℝ) • (1 - ringK t)
```

The signs in K are chosen so that K² = 1. Therefore

P² = (1 − 2K + K²)/4 = (1 − K)/2 = P.

P commutes with H because both are built from K, and every occupation is ½ because K has a zero diagonal. The off-diagonal elements do move: P₀₂, for instance, is ½ cos t. All on-site levels of this ring are zero, so its charge-transfer term would vanish in any case; what the example shows is that constant occupations leave the bond orders free to change.

`ring_witness` collects differentiability, symmetry, the projector property, commutation and the constant occupations. Its proof checks K² = 1 entry by entry with sin²t + cos²t = 1 and then follows the algebra above.

```lean
/-- The four-site ring has differentiable, real symmetric `H` and `P`, where `P` is a projector
that commutes with `H` and has all occupations equal to one half. -/
theorem ring_witness :
    (∀ i j, Differentiable ℝ fun t => ringH t i j) ∧
    (∀ i j, Differentiable ℝ fun t => ringP t i j) ∧
    ∀ t, (ringH t)ᵀ = ringH t ∧ (ringP t)ᵀ = ringP t ∧ ringP t * ringP t = ringP t ∧
      ringP t * ringH t = ringH t * ringP t ∧ ∀ i, ringP t i i = 1 / 2 := by
  have hK : ∀ i j, Differentiable ℝ fun t => ringK t i j := by
    intro i j
    fin_cases i <;> fin_cases j <;> simp [ringK]
  refine ⟨fun i j => differentiable_id.mul (hK i j),
    fun i j => ((hK i j).const_sub ((1 : Matrix (Fin 4) (Fin 4) ℝ) i j)).const_mul (1 / 2),
    fun t => ?_⟩
  have hT : (ringK t)ᵀ = ringK t := by
    ext i j
    fin_cases i <;> fin_cases j <;> simp [ringK]
  have hd : ∀ i, ringK t i i = 0 := by
    intro i
    fin_cases i <;> simp [ringK]
  -- the hopping pattern squares to one
  have hsq : ringK t * ringK t = 1 := by
    ext i j
    fin_cases i <;> fin_cases j <;>
      simp [ringK, Matrix.mul_apply, Fin.sum_univ_succ] <;>
      nlinarith [Real.sin_sq_add_cos_sq t]
  refine ⟨by rw [ringH, Matrix.transpose_smul, hT],
    by rw [ringP, Matrix.transpose_smul, Matrix.transpose_sub, Matrix.transpose_one, hT],
    ?_, ?_, fun i => by simp [ringP, hd]⟩
  · have h : (1 - ringK t) * (1 - ringK t) = (2 : ℝ) • (1 - ringK t) := by
      calc (1 - ringK t) * (1 - ringK t)
          = 1 - ringK t - ringK t + ringK t * ringK t := by noncomm_ring
        _ = (2 : ℝ) • (1 - ringK t) := by rw [hsq]; module
    rw [ringP, smul_mul_smul_comm, h, smul_smul]
    norm_num
  · exact ((((Commute.one_left (ringK t)).sub_left (Commute.refl (ringK t))).smul_left
      (1 / 2 : ℝ)).smul_right t).eq

end

end BondEnergyForce
```

```lean
#print axioms BondEnergyForce.bondEnergy_hellmannFeynman
#print axioms BondEnergyForce.hellmannFeynman_of_atomic_neutrality
```

```
'BondEnergyForce.bondEnergy_hellmannFeynman' depends on axioms: [propext, Classical.choice, Quot.sound]
'BondEnergyForce.hellmannFeynman_of_atomic_neutrality' depends on axioms: [propext, Classical.choice, Quot.sound]
```
